# A classical cubic oscillator with a relaxed mean position has a self-consistent phonon only while k_BT is at most the escape barrier divided by √3

**Q:** I heat a mode in a cubic well, and my self-consistent phonon iteration stops converging. Without an existence criterion I can't tell a poor solver from equations that have no solution, and I may go on tuning the mixing for a phonon that isn't there. Does your theorem settle this?

**A:** It settles existence for a single classical coordinate $x$ with potential $V(x)=kx^2/2+gx^3/3$, where $k>0$ and $g\neq0$, if your iteration determines the mean position as well as the variance. At temperature $T>0$, in units with $k_B=1$, a solution exists exactly when
$$T\le\frac{\sqrt3\,k^3}{18g^2}.$$
Above that temperature no solver can succeed. Below it, the theorem doesn't say whether your iteration converges.

**Q:** Which equations do you mean, and where does the bound come from?

**A:** Take a Gaussian of mean $m$ and variance $s>0$, and write $E$ for its average. The mean force must vanish, $E[V']=0$. The mean curvature is the stiffness of the effective harmonic oscillator, whose classical variance is temperature over stiffness, so $E[V'']=T/s$. Since $V'=kx+gx^2$, $V''=k+2gx$ and $E[x^2]=m^2+s$, these conditions read
$$km+g(m^2+s)=0,\qquad \frac Ts=k+2gm.$$
Call the effective stiffness $K=k+2gm$. Squaring it gives $K^2=k^2+4g(km+gm^2)=k^2-4g^2s$, hence
$$4g^2s=k^2-K^2,\qquad Ks=T,\qquad K(k^2-K^2)=4g^2T.$$
Since $T$ and $s$ are positive, so is $K$. Put $r=k/\sqrt3$, so that $k^2=3r^2$. Then
$$K(3r^2-K^2)=2r^3-(K-r)^2(K+2r)\le 2r^3,$$
and $4g^2T\le2r^3$ is the stated bound.

Conversely, if the bound holds, $K(3r^2-K^2)$ runs continuously from $0$ at $K=0$ to $2r^3$ at $K=r$, so it takes the value $4g^2T$ somewhere between. That $K$ is below $k$, so $s=(k^2-K^2)/(4g^2)$ is positive, and $m=(K-k)/(2g)$ completes the solution.

**Q:** And the barrier?

**A:** The other stationary point is $x=-k/g$, where $V=k^3/(2g^2)-k^3/(3g^2)=k^3/(6g^2)$. As $V(0)=0$, this is the barrier, and dividing it by $\sqrt3$ gives the threshold.

**Q:** My doubt is about the formal version. Were the two algebraic equations simply typed in?

**A:** No, the definitions start from the potential and from Gaussian integrals.

In Lean 4 with Mathlib:

```lean
import Mathlib

open MeasureTheory ProbabilityTheory

namespace CubicSelfConsistentPhonon

noncomputable section

/-- The cubic anharmonic potential `V(x) = k x²/2 + g x³/3`. -/
def potential (k g x : ℝ) : ℝ := k * x ^ 2 / 2 + g * x ^ 3 / 3
```

Here `potential k g` is $V$, a function on the real line.

```lean
/-- The average of `f` over a Gaussian distribution of mean `m` and variance `s ≥ 0`. -/
def gaussAvg (m s : ℝ) (f : ℝ → ℝ) : ℝ := ∫ x, f x ∂(gaussianReal m s.toNNReal)
```

`gaussAvg m s f` is $E[f]$, an integral against Mathlib's Gaussian measure. That measure takes a nonnegative variance, hence `s.toNNReal`, which would turn a negative `s` into zero. The next definition requires `0 < s`, so this never affects a solution.

```lean
/-- Classical self-consistent phonon conditions at temperature `T` (units with `k_B = 1`):
the variance `s` is positive, the mean force vanishes, and the mean curvature is `T / s`. -/
def IsSelfConsistent (k g T m s : ℝ) : Prop :=
  0 < s ∧ gaussAvg m s (deriv (potential k g)) = 0 ∧
    gaussAvg m s (deriv (deriv (potential k g))) = T / s
```

`IsSelfConsistent` holds the physical conditions, with actual derivatives of the potential inside the averages.

```lean
/-- The energy difference `V(-k/g) - V(0)`, for `g ≠ 0`. -/
def barrier (k g : ℝ) : ℝ := potential k g (-k / g) - potential k g 0
```

In words, `exists_selfConsistent_iff` says: for real `k`, `g`, `T` with `0 < k`, `g ≠ 0` and `0 < T`, there are real `m` and `s` satisfying `IsSelfConsistent k g T m s` if and only if `T ≤ √3 * k ^ 3 / (18 * g ^ 2)`.

**Q:** So what is still assumed?

**A:** The two conditions themselves. They are the stationarity conditions of the trial free energy $E[V]-\tfrac T2\ln s$ in $m$ and $s$, but the file takes them as a definition. They let the mean move. With $m$ held at $0$ and the force equation dropped, the mean curvature would be $k$, and $s=T/k$ would be a solution at every temperature. The model is also narrow: one coordinate, classical statistics without zero-point motion, and no coupling between modes. Moreover, $V$ is unbounded below, so the Gaussian can at best describe a metastable well.

**Q:** Then take me through the proof. How do the integrals become algebra?

**A:** The first lemma averages a general quadratic polynomial. It shows that $x$ and $x^2$ are integrable, obtains $E[x^2]=m^2+s$ from the variance, and splits the integral by linearity.

```lean
/-- The Gaussian average of `a + b x + c x²` is `a + b m + c (m² + s)` for variance `s ≥ 0`. -/
theorem gaussAvg_quadratic (m : ℝ) {s : ℝ} (hs : 0 ≤ s) (a b c : ℝ) :
    gaussAvg m s (fun x => a + b * x + c * x ^ 2) = a + b * m + c * (m ^ 2 + s) := by
  have hL : MemLp (id : ℝ → ℝ) 2 (gaussianReal m s.toNNReal) := by
    exact_mod_cast memLp_id_gaussianReal (μ := m) (v := s.toNNReal) 2
  have h1 : Integrable (fun x : ℝ => x) (gaussianReal m s.toNNReal) :=
    hL.integrable one_le_two
  have h2 : Integrable (fun x : ℝ => x ^ 2) (gaussianReal m s.toNNReal) := hL.integrable_sq
  have h01 : Integrable (fun x : ℝ => a + b * x) (gaussianReal m s.toNNReal) :=
    (integrable_const a).add (h1.const_mul b)
  -- the second moment follows from the variance
  have hsq : ∫ x, x ^ 2 ∂(gaussianReal m s.toNNReal) = m ^ 2 + s := by
    have h := variance_eq_sub hL
    rw [variance_id_gaussianReal, Real.coe_toNNReal s hs] at h
    simp only [Pi.pow_apply, id_eq, integral_id_gaussianReal] at h
    linarith
  have hc : ∫ _x : ℝ, a ∂(gaussianReal m s.toNNReal) = a := by simp
  unfold gaussAvg
  rw [integral_add h01 (h2.const_mul c), integral_add (integrable_const a) (h1.const_mul b),
    integral_const_mul, integral_const_mul, hc, hsq, integral_id_gaussianReal]
```

The next two compute $V'$ and $V''$ with the usual differentiation rules.

```lean
/-- The slope of the potential is `V'(x) = k x + g x²`. -/
theorem deriv_potential (k g : ℝ) :
    deriv (potential k g) = fun x => k * x + g * x ^ 2 := by
  funext x
  have h := (((hasDerivAt_pow 2 x).const_mul k).div_const 2).fun_add
    (((hasDerivAt_pow 3 x).const_mul g).div_const 3)
  have h' : HasDerivAt (potential k g) (k * x + g * x ^ 2) x :=
    h.congr_deriv (by norm_num; ring)
  exact h'.deriv

/-- The curvature of the potential is `V''(x) = k + 2 g x`. -/
theorem curvature_potential (k g : ℝ) :
    deriv (deriv (potential k g)) = fun x => k + 2 * g * x := by
  rw [deriv_potential]
  funext x
  have h := ((hasDerivAt_id' x).const_mul k).fun_add ((hasDerivAt_pow 2 x).const_mul g)
  have h' : HasDerivAt (fun x : ℝ => k * x + g * x ^ 2) (k + 2 * g * x) x :=
    h.congr_deriv (by norm_num; ring)
  exact h'.deriv
```

Inserting these derivatives into the averages gives the two equations I wrote down, now as an equivalence.

```lean
/-- The self-consistent conditions are the two algebraic equations
`k m + g (m² + s) = 0` and `T / s = k + 2 g m`, with `s > 0`. -/
theorem isSelfConsistent_iff (k g T m s : ℝ) :
    IsSelfConsistent k g T m s ↔
      0 < s ∧ k * m + g * (m ^ 2 + s) = 0 ∧ T / s = k + 2 * g * m := by
  unfold IsSelfConsistent
  refine and_congr_right fun hs => ?_
  have h1 : gaussAvg m s (deriv (potential k g)) = k * m + g * (m ^ 2 + s) := by
    rw [deriv_potential]
    simpa only [zero_add] using gaussAvg_quadratic m hs.le 0 k g
  have h2 : gaussAvg m s (deriv (deriv (potential k g))) = k + 2 * g * m := by
    rw [curvature_potential]
    simpa only [zero_mul, add_zero] using gaussAvg_quadratic m hs.le k (2 * g) 0
  rw [h1, h2, eq_comm (a := T / s)]
```

**Q:** And the change to the stiffness $K$ loses nothing?

**A:** Nothing, for $g\neq0$. Going forward, the force equation is multiplied by $4g$; going back, that factor is cancelled, which is where `hg` is used. The tactic `linear_combination` checks that the two sides differ by the stated multiples of known equations.

```lean
/-- For `g ≠ 0` and `s > 0`, the conditions in terms of the effective stiffness
`K = k + 2 g m` read `4 g² s = k² - K²` and `K s = T`. -/
theorem stiffness_equations {k g T m s : ℝ} (hg : g ≠ 0) (hs : 0 < s) :
    IsSelfConsistent k g T m s ↔
      4 * g ^ 2 * s = k ^ 2 - (k + 2 * g * m) ^ 2 ∧ (k + 2 * g * m) * s = T := by
  rw [isSelfConsistent_iff, div_eq_iff hs.ne']
  constructor
  · rintro ⟨_, h1, h2⟩
    exact ⟨by linear_combination 4 * g * h1, h2.symm⟩
  · rintro ⟨h1, h2⟩
    have h4 : 4 * g ≠ 0 := mul_ne_zero four_ne_zero hg
    exact ⟨hs, mul_left_cancel₀ h4 (by linear_combination h1), h2.symm⟩
```

The following lemma records what is needed about $r=k/\sqrt3$, namely $k^2=3r^2$ and $\sqrt3\,k^3=9r^3$.

```lean
/-- Two identities for the stiffness `k/√3`: `k² = 3 (k/√3)²` and `√3 k³ = 9 (k/√3)³`. -/
theorem reduced_stiffness (k : ℝ) :
    k ^ 2 = 3 * (k / √3) ^ 2 ∧ √3 * k ^ 3 = 9 * (k / √3) ^ 3 := by
  have h3 : √3 ^ 2 = (3 : ℝ) := Real.sq_sqrt (by norm_num)
  have h0 : √3 ≠ (0 : ℝ) := by positivity
  obtain ⟨r, rfl⟩ : ∃ r, k = √3 * r := ⟨k / √3, by field_simp⟩
  rw [mul_div_cancel_left₀ r h0]
  exact ⟨by linear_combination r ^ 2 * h3,
    by linear_combination r ^ 3 * (√3 ^ 2 + 3) * h3⟩
```

In the main theorem, `generalize` replaces $k/\sqrt3$ by a letter `r` that keeps only its positivity and those two identities. For necessity, `e` expresses $18g^2T$ through the cubic in $K$, and `key` is the inequality $(K-r)^2(K+2r)\ge0$. For sufficiency, `intermediate_value_Icc` supplies $K$ between $0$ and $r$, and the remaining lines check the $m$ and $s$ built from it.

```lean
/-- For `k, T > 0` and `g ≠ 0`, the cubic oscillator has a self-consistent phonon solution
exactly when `T ≤ √3 k³ / (18 g²)`. -/
theorem exists_selfConsistent_iff {k g T : ℝ} (hk : 0 < k) (hg : g ≠ 0) (hT : 0 < T) :
    (∃ m s, IsSelfConsistent k g T m s) ↔ T ≤ √3 * k ^ 3 / (18 * g ^ 2) := by
  have hr : 0 < k / √3 := by positivity
  obtain ⟨hk2, hk3⟩ := reduced_stiffness k
  generalize k / √3 = r at hr hk2 hk3
  rw [le_div_iff₀ (by positivity), hk3]
  constructor
  · rintro ⟨m, s, h⟩
    have hs := h.1
    obtain ⟨h1, h2⟩ := (stiffness_equations hg hs).1 h
    have hK : 0 < k + 2 * g * m := by
      rw [eq_div_of_mul_eq hs.ne' h2]
      positivity
    generalize k + 2 * g * m = K at h1 h2 hK
    have e : T * (18 * g ^ 2) = 9 / 2 * (K * (3 * r ^ 2 - K ^ 2)) := by
      linear_combination (-(18 * g ^ 2)) * h2 + 9 / 2 * K * h1 + 9 / 2 * K * hk2
    -- among positive K, the cubic K (3 r² - K²) is maximal at K = r
    have key : 0 ≤ (K - r) ^ 2 * (K + 2 * r) := by positivity
    rw [e]
    linarith [show (K - r) ^ 2 * (K + 2 * r)
      = 2 * r ^ 3 - K * (3 * r ^ 2 - K ^ 2) by ring]
  · intro h
    -- a stiffness K between 0 and r is found by continuity
    have hc : ContinuousOn (fun x : ℝ => x * (3 * r ^ 2 - x ^ 2)) (Set.Icc 0 r) := by
      fun_prop
    have hmem : 4 * g ^ 2 * T ∈ Set.Icc ((0 : ℝ) * (3 * r ^ 2 - 0 ^ 2))
        (r * (3 * r ^ 2 - r ^ 2)) := by
      constructor
      · rw [zero_mul]
        positivity
      · linarith [show r * (3 * r ^ 2 - r ^ 2) = 2 * r ^ 3 by ring]
    obtain ⟨K, ⟨hK0, hKr⟩, hK⟩ := intermediate_value_Icc hr.le hc hmem
    have hK' : K * (3 * r ^ 2 - K ^ 2) = 4 * g ^ 2 * T := hK
    have hs : 0 < (k ^ 2 - K ^ 2) / (4 * g ^ 2) :=
      div_pos (by nlinarith) (by positivity)
    have e : 2 * g * ((K - k) / (2 * g)) = K - k := by field_simp
    have hm : k + 2 * g * ((K - k) / (2 * g)) = K := by linarith
    refine ⟨(K - k) / (2 * g), (k ^ 2 - K ^ 2) / (4 * g ^ 2),
      (stiffness_equations hg hs).2 ?_⟩
    rw [hm]
    refine ⟨by field_simp, ?_⟩
    rw [← mul_div_assoc, div_eq_iff (by positivity)]
    linear_combination hK' + K * hk2
```

**Q:** A stiffness between $0$ and $r$? As I cool the system, my phonon should return to stiffness $k$.

**A:** You are thinking of another solution. The proof needs only one, and it picks the soft one, whose $K$ tends to zero with $T$. The same continuity argument on the interval from $r$ to $k$, where the cubic falls from $2r^3$ to $0$, gives a second solution with $r<K<k$ whenever $T$ is strictly below the threshold. Its stiffness tends to $k$ as $T\to0$. I add this by hand; the file doesn't state it.

**Q:** Do the two meet at the threshold?

**A:** Yes, at $K=r$. There the inequality becomes the equation $(K-r)^2(K+2r)=0$, and since $K+2r>0$, only $K=r$ is left. Then $s=(3r^2-r^2)/(4g^2)=k^2/(6g^2)$. The next theorem proves this, together with the converse that these values do solve the conditions.

```lean
/-- For `k > 0` and `g ≠ 0`, the solution at `T = √3 k³ / (18 g²)` is unique: its effective
stiffness is `k/√3` and its variance is `k² / (6 g²)`. -/
theorem selfConsistent_at_threshold {k g m s : ℝ} (hk : 0 < k) (hg : g ≠ 0) :
    IsSelfConsistent k g (√3 * k ^ 3 / (18 * g ^ 2)) m s ↔
      k + 2 * g * m = k / √3 ∧ s = k ^ 2 / (6 * g ^ 2) := by
  have hr : 0 < k / √3 := by positivity
  obtain ⟨hk2, hk3⟩ := reduced_stiffness k
  generalize k / √3 = r at hr hk2 hk3 ⊢
  have h18 : 18 * g ^ 2 ≠ 0 := by positivity
  have h6 : 6 * g ^ 2 ≠ 0 := by positivity
  constructor
  · intro h
    have hs := h.1
    obtain ⟨h1, h2⟩ := (stiffness_equations hg hs).1 h
    have hK : 0 < k + 2 * g * m := by
      rw [eq_div_of_mul_eq hs.ne' h2]
      positivity
    rw [eq_div_iff h18] at h2
    generalize k + 2 * g * m = K at h1 h2 hK ⊢
    -- at the threshold temperature, K = r is a double root of the cubic equation
    have key : (K - r) ^ 2 * (K + 2 * r) = 0 := by
      linear_combination (-(2 / 9)) * hk3 - 2 / 9 * h2 + K * h1 + K * hk2
    have hKr : K = r := by
      rcases mul_eq_zero.1 key with h0 | h0
      · exact sub_eq_zero.1 (pow_eq_zero_iff two_ne_zero |>.1 h0)
      · linarith
    refine ⟨hKr, ?_⟩
    rw [eq_div_iff h6]
    linear_combination 3 / 2 * h1 - 3 / 2 * (K + r) * hKr + 1 / 2 * hk2
  · rintro ⟨hK, hsv⟩
    have hs : 0 < s := by
      rw [hsv]
      positivity
    rw [eq_div_iff h6] at hsv
    rw [stiffness_equations hg hs, hK, eq_div_iff h18]
    exact ⟨by linear_combination 2 / 3 * hsv - 1 / 3 * hk2,
      by linear_combination 3 * r * hsv + 3 * r * hk2 - hk3⟩
```

The value of $K$ also fixes $m=(k/\sqrt3-k)/(2g)$, so the solution is unique. The phonon is therefore lost at the finite stiffness $k/\sqrt3$, without softening to zero first.

**Q:** Does the file know that $-k/g$ is the top of a barrier, or is that only a name?

**A:** It proves that $0$ and $-k/g$ are the only stationary points, with curvatures $k$ and $-k$. For $k>0$ the first is the minimum of the well and the second the maximum beside it. The proof factors $V'$ as $x(gx+k)$ and evaluates $V''$ at both points.

```lean
/-- For `g ≠ 0`, the stationary points of the potential are `0` and `-k/g`, with curvatures
`k` and `-k`. -/
theorem stationary_points {k g : ℝ} (hg : g ≠ 0) :
    (∀ x, deriv (potential k g) x = 0 ↔ x = 0 ∨ x = -k / g) ∧
      deriv (deriv (potential k g)) 0 = k ∧
      deriv (deriv (potential k g)) (-k / g) = -k := by
  rw [curvature_potential, deriv_potential]
  refine ⟨fun x => ?_, by simp, ?_⟩
  · have e : k * x + g * x ^ 2 = x * (x * g + k) := by ring
    change k * x + g * x ^ 2 = 0 ↔ _
    rw [e, mul_eq_zero, eq_div_iff hg, add_eq_zero_iff_eq_neg]
  · have e : 2 * g * (-k / g) = -(2 * k) := by field_simp
    change k + 2 * g * (-k / g) = -k
    linarith
```

The last theorem evaluates `barrier k g` as $k^3/(6g^2)$ and compares it with the threshold, using $(\sqrt3)^2=3$.

```lean
/-- For `g ≠ 0`, the quantity `√3 k³ / (18 g²)` is the energy difference `V(-k/g) - V(0)` divided by
`√3`. -/
theorem threshold_eq_barrier_div {k g : ℝ} (hg : g ≠ 0) :
    √3 * k ^ 3 / (18 * g ^ 2) = barrier k g / √3 := by
  have h3 : √3 ^ 2 = (3 : ℝ) := Real.sq_sqrt (by norm_num)
  have hb : barrier k g = k ^ 3 / (6 * g ^ 2) := by
    unfold barrier potential
    field_simp
    ring
  rw [hb, div_div, div_eq_div_iff (by positivity) (by positivity)]
  linear_combination 6 * k ^ 3 * g ^ 2 * h3

end

end CubicSelfConsistentPhonon
```

```lean
#print axioms CubicSelfConsistentPhonon.exists_selfConsistent_iff
-- 'CubicSelfConsistentPhonon.exists_selfConsistent_iff' depends on axioms: [propext, Classical.choice, Quot.sound]
#print axioms CubicSelfConsistentPhonon.selfConsistent_at_threshold
-- 'CubicSelfConsistentPhonon.selfConsistent_at_threshold' depends on axioms: [propext, Classical.choice, Quot.sound]
#print axioms CubicSelfConsistentPhonon.stationary_points
-- 'CubicSelfConsistentPhonon.stationary_points' depends on axioms: [propext, Classical.choice, Quot.sound]
#print axioms CubicSelfConsistentPhonon.threshold_eq_barrier_div
-- 'CubicSelfConsistentPhonon.threshold_eq_barrier_div' depends on axioms: [propext, Classical.choice, Quot.sound]
```

**Q:** Would the criterion survive if I allowed negative $k$?

**A:** No. Take $k=-1$, $g=1$, $T=3/32$, with $m=3/4$ and $s=3/16$. The force equation gives $-\tfrac34+\tfrac9{16}+\tfrac3{16}=0$, and both $T/s$ and $k+2gm$ equal $\tfrac12$. So a solution exists, although $\sqrt3\,k^3/(18g^2)$ is negative and thus below $T$. The well now sits at $x=-k/g=1$, and the formula measures the barrier from the wrong point.

**Q:** Then may I read the threshold as the temperature at which the particle escapes?

**A:** No. It is where the Gaussian description of this one classical mode ceases to have a solution. The theorem contains no dynamics and says nothing about escape rates. For a simulation of such a mode, it tells you when a missing solution belongs to the equations and not to the solver.
